# A trace formula for $\langle S^2\rangle$ of unrestricted determinants

Put one spin-up electron on the first of two sites and one spin-down electron in the even combination $(|1\rangle+|2\rangle)/\sqrt2$. Although $S_z=0$, this determinant is not a singlet. Half of its weight has both electrons on site 1, which is a singlet; the other half has them on different sites with fixed spins, which is half triplet. The triplet weight is $1/4$, so $\langle S^2\rangle=2\cdot\tfrac14=\tfrac12$ (with $\hbar=1$). This is also the squared norm of the part of the spin-down orbital that lies outside the spin-up orbital.

In general, let $P_a$ and $P_b$ be the spin-up and spin-down blocks of a spin-block-diagonal one-particle density matrix $\gamma$, with traces $N_a$ and $N_b$. If both blocks are idempotent, meaning that occupations are 0 or 1, then

$$S2(\gamma)=\Big(\frac{N_a-N_b}{2}\Big)^2+\frac{N_a+N_b}{2}-\mathrm{tr}(P_aP_b),$$

where $S2(\gamma)$ equals $\langle S^2\rangle$ when $\gamma$ is the density matrix of a single determinant. With $s_k=1\otimes\sigma_k/2$ and $\sigma_k$ the Pauli matrices, it is defined by

$$S2(\gamma)=\sum_{k=x,y,z}\big[\mathrm{tr}(\gamma s_k)^2+\mathrm{tr}(\gamma s_k(1-\gamma)s_k)\big].$$

## Spin diagnostics in unrestricted calculations

An unrestricted Hartree–Fock code can obtain $\langle S^2\rangle$ for its single determinant from the overlaps of occupied orbitals, without building a many-electron state. In Kohn–Sham calculations the same number describes the non-interacting reference determinant, not the interacting state.

The matrices here refer to an orthonormal spatial basis. With atomic-orbital coefficients and overlap matrix $S_{\rm AO}$, the orbital overlaps are $C_a^\dagger S_{\rm AO}C_b$.

## From spin components to orbital overlaps

Take $\gamma=\mathrm{diag}(A,D)$ with arbitrary blocks. For $s_x$, the matrix $\gamma s_x$ has zero diagonal blocks, so its trace vanishes, and

$$\gamma s_x(1-\gamma)s_x=\tfrac14\,\mathrm{diag}\big(A(1-D),\,D(1-A)\big).$$

Its trace is $\tfrac14(\mathrm{tr}A+\mathrm{tr}D-2\,\mathrm{tr}AD)$. The $y$ component gives the same, since its factors are $(-i/2)(i/2)=1/4$. The $z$ component gives

$$\Big(\frac{\mathrm{tr}A-\mathrm{tr}D}{2}\Big)^2+\tfrac14\,\mathrm{tr}\big(A-A^2+D-D^2\big).$$

Adding the three,

$$S2=\Big(\frac{\mathrm{tr}A-\mathrm{tr}D}{2}\Big)^2+\tfrac34(\mathrm{tr}A+\mathrm{tr}D)-\tfrac14\,\mathrm{tr}(A^2+D^2)-\mathrm{tr}AD.$$

Setting $A=P_a=P_a^2$ and $D=P_b=P_b^2$ gives the formula above.

Now let the blocks also be Hermitian, and set $M=(N_a-N_b)/2$ and $Q=(1-P_a)P_b$. Then $Q^\dagger Q=P_b-P_bP_aP_b$, so $\sum_{ij}|Q_{ij}|^2=N_b-\mathrm{tr}(P_aP_b)$. Since $(N_a+N_b)/2=M+N_b$,

$$S2=M(M+1)+\sum_{ij}|Q_{ij}|^2.$$

The sum vanishes exactly when $Q=0$, that is, $P_aP_b=P_b$: every occupied spin-down orbital lies in the occupied spin-up space.

For orthonormal orbitals in the columns of $C_a$ and $C_b$, put $P_a=C_aC_a^\dagger$ and $P_b=C_bC_b^\dagger$. Then $P_a^2=C_a(C_a^\dagger C_a)C_a^\dagger=P_a$, and $\mathrm{tr}P_a=\mathrm{tr}(C_a^\dagger C_a)$ counts the orbitals; likewise for $b$. Cyclicity of the trace gives

$$\mathrm{tr}(P_aP_b)=\mathrm{tr}\big((C_a^\dagger C_b)^\dagger C_a^\dagger C_b\big)=\sum_{ij}|(C_a^\dagger C_b)_{ij}|^2.$$

## The Lean file

```lean
import Mathlib

open Matrix

namespace UnrestrictedSpinSquared

noncomputable section

variable {n : Type*} [Fintype n] [DecidableEq n]

/-- The spin matrix `s_x = 1 ⊗ σ_x / 2`, in blocks ordered spin up, spin down. -/
def spinX (n : Type*) [DecidableEq n] : Matrix (n ⊕ n) (n ⊕ n) ℂ :=
  fromBlocks 0 ((1 / 2 : ℂ) • 1) ((1 / 2 : ℂ) • 1) 0

/-- The spin matrix `s_y = 1 ⊗ σ_y / 2`, in blocks ordered spin up, spin down. -/
def spinY (n : Type*) [DecidableEq n] : Matrix (n ⊕ n) (n ⊕ n) ℂ :=
  fromBlocks 0 ((-(Complex.I / 2)) • 1) ((Complex.I / 2) • 1) 0

/-- The spin matrix `s_z = 1 ⊗ σ_z / 2`, in blocks ordered spin up, spin down. -/
def spinZ (n : Type*) [DecidableEq n] : Matrix (n ⊕ n) (n ⊕ n) ℂ :=
  fromBlocks ((1 / 2 : ℂ) • 1) 0 0 ((-(1 / 2) : ℂ) • 1)

/-- The contribution `tr(γ s)² + tr(γ s (1 - γ) s)` of one spin component `s`. -/
def spinTerm (γ s : Matrix (n ⊕ n) (n ⊕ n) ℂ) : ℂ :=
  (γ * s).trace ^ 2 + (γ * s * (1 - γ) * s).trace

/-- The functional `S2(γ)` of the one-particle density matrix: the sum of the contributions
of the three spin components. -/
def spinSquared (γ : Matrix (n ⊕ n) (n ⊕ n) ℂ) : ℂ :=
  spinTerm γ (spinX n) + spinTerm γ (spinY n) + spinTerm γ (spinZ n)

/-- The sum of the squared moduli of all entries of a matrix. -/
def frobeniusSq {l m : Type*} [Fintype l] [Fintype m] (Q : Matrix l m ℂ) : ℝ :=
  ∑ i, ∑ j, ‖Q i j‖ ^ 2

/-- The spin matrices obey the angular momentum relation `[s_x, s_y] = i s_z`. -/
theorem spin_commutator :
    spinX n * spinY n - spinY n * spinX n = Complex.I • spinZ n := by
  rw [sub_eq_iff_eq_add]
  simp only [spinX, spinY, spinZ, fromBlocks_multiply, fromBlocks_smul, fromBlocks_add,
    Matrix.mul_zero, Matrix.mul_smul, Matrix.mul_one, add_zero, zero_add, smul_zero]
  congr 1 <;> module

/-- The value of `S2` for any density matrix that is block diagonal in spin, with spin-up
block `A` and spin-down block `D`. -/
theorem spinSquared_blockDiagonal (A D : Matrix n n ℂ) :
    spinSquared (fromBlocks A 0 0 D) =
      ((A.trace - D.trace) / 2) ^ 2 + 3 / 4 * (A.trace + D.trace)
        - ((A * A).trace + (D * D).trace) / 4 - (A * D).trace := by
  -- the hole density matrix is block diagonal too
  have hole : (1 : Matrix (n ⊕ n) (n ⊕ n) ℂ) - fromBlocks A 0 0 D =
      fromBlocks (1 - A) 0 0 (1 - D) := by
    rw [sub_eq_iff_eq_add, fromBlocks_add]
    simp only [sub_add_cancel, add_zero, fromBlocks_one]
  have blockTrace : ∀ P Q R S : Matrix n n ℂ,
      (fromBlocks P Q R S).trace = P.trace + S.trace := by
    intro P Q R S
    simp [Matrix.trace, Fintype.sum_sum_type]
  simp only [spinSquared, spinTerm, hole, spinX, spinY, spinZ, fromBlocks_multiply,
    Matrix.mul_zero, Matrix.zero_mul, Matrix.mul_smul, Matrix.smul_mul, Matrix.mul_one,
    Matrix.mul_sub, add_zero, zero_add, blockTrace, trace_sub, trace_smul,
    trace_zero, smul_eq_mul]
  rw [Matrix.trace_mul_comm D A]
  -- the y component carries the factor i² = -1
  linear_combination (-(A.trace + D.trace - 2 * (A * D).trace) / 4) * Complex.I_sq

/-- For idempotent spin blocks `Pa` and `Pb` with traces `Na` and `Nb`,
`S2 = ((Na - Nb)/2)² + (Na + Nb)/2 - tr(Pa Pb)`. -/
theorem spinSquared_unrestricted {Pa Pb : Matrix n n ℂ}
    (ha : Pa * Pa = Pa) (hb : Pb * Pb = Pb) :
    spinSquared (fromBlocks Pa 0 0 Pb) =
      ((Pa.trace - Pb.trace) / 2) ^ 2 + (Pa.trace + Pb.trace) / 2 - (Pa * Pb).trace := by
  rw [spinSquared_blockDiagonal, ha, hb]
  ring

/-- The trace of `Qᴴ Q` is the sum of the squared moduli of the entries of `Q`. -/
theorem trace_conjTranspose_mul {l m : Type*} [Fintype l] [Fintype m] (Q : Matrix l m ℂ) :
    (Qᴴ * Q).trace = (frobeniusSq Q : ℂ) := by
  simp only [frobeniusSq, Matrix.trace, Matrix.diag_apply, Matrix.mul_apply,
    Matrix.conjTranspose_apply]
  rw [Finset.sum_comm]
  push_cast
  exact Finset.sum_congr rfl fun i _ => Finset.sum_congr rfl fun j _ =>
    Complex.conj_mul' (Q i j)

/-- For Hermitian idempotent blocks `Pa` and `Pb` with traces `Na` and `Nb`, and `M = (Na - Nb)/2`,
`S2` equals `M(M + 1)` plus the squared Frobenius norm of `(1 - Pa) Pb`. -/
theorem spin_contamination {Pa Pb : Matrix n n ℂ} (ha : Pa * Pa = Pa) (hb : Pb * Pb = Pb)
    (hPa : Pa.IsHermitian) (hPb : Pb.IsHermitian) :
    spinSquared (fromBlocks Pa 0 0 Pb) =
      (Pa.trace - Pb.trace) / 2 * ((Pa.trace - Pb.trace) / 2 + 1)
        + (frobeniusSq ((1 - Pa) * Pb) : ℂ) := by
  have hQ : ((1 - Pa) * Pb)ᴴ * ((1 - Pa) * Pb) = Pb - Pb * Pa * Pb := by
    rw [conjTranspose_mul, conjTranspose_sub, conjTranspose_one, hPa.eq, hPb.eq]
    calc Pb * (1 - Pa) * ((1 - Pa) * Pb)
        = Pb * Pb - Pb * Pa * Pb - Pb * Pa * Pb + Pb * (Pa * Pa) * Pb := by noncomm_ring
      _ = Pb - Pb * Pa * Pb := by rw [ha, hb]; abel
  have ht : (Pb * Pa * Pb).trace = (Pa * Pb).trace := by
    rw [Matrix.trace_mul_comm (Pb * Pa) Pb, ← Matrix.mul_assoc, hb,
      Matrix.trace_mul_comm Pb Pa]
  rw [spinSquared_unrestricted ha hb, ← trace_conjTranspose_mul, hQ, trace_sub, ht]
  ring

/-- For Hermitian idempotent blocks `Pa` and `Pb` with traces `Na` and `Nb`, and `M = (Na - Nb)/2`,
`S2` equals `M(M + 1)` exactly when the range of `Pb` lies in the range of `Pa`, that is,
`Pa Pb = Pb`. -/
theorem no_contamination_iff {Pa Pb : Matrix n n ℂ} (ha : Pa * Pa = Pa) (hb : Pb * Pb = Pb)
    (hPa : Pa.IsHermitian) (hPb : Pb.IsHermitian) :
    spinSquared (fromBlocks Pa 0 0 Pb) =
      (Pa.trace - Pb.trace) / 2 * ((Pa.trace - Pb.trace) / 2 + 1) ↔ Pa * Pb = Pb := by
  rw [spin_contamination ha hb hPa hPb, add_eq_left, Complex.ofReal_eq_zero]
  have hsub : (1 - Pa) * Pb = Pb - Pa * Pb := by noncomm_ring
  constructor
  · intro h
    -- a vanishing sum of squares has vanishing terms
    have hz : (1 - Pa) * Pb = 0 := by
      ext i j
      have hi := (Finset.sum_eq_zero_iff_of_nonneg
        (fun i _ => Finset.sum_nonneg fun j _ => sq_nonneg _)).1 h i (Finset.mem_univ i)
      have hj := (Finset.sum_eq_zero_iff_of_nonneg
        (fun j _ => sq_nonneg _)).1 hi j (Finset.mem_univ j)
      exact norm_eq_zero.1 (pow_eq_zero_iff two_ne_zero |>.1 hj)
    rw [hsub] at hz
    exact (sub_eq_zero.1 hz).symm
  · intro h
    rw [hsub, h, sub_self]
    simp [frobeniusSq]

omit [DecidableEq n] in
/-- Orthonormal orbitals, the columns of `C`, give an idempotent density matrix `C Cᴴ` whose
trace is the number of orbitals. -/
theorem orbital_projector {o : Type*} [Fintype o] [DecidableEq o] {C : Matrix n o ℂ}
    (h : Cᴴ * C = 1) :
    C * Cᴴ * (C * Cᴴ) = C * Cᴴ ∧ (C * Cᴴ).trace = (Fintype.card o : ℂ) := by
  constructor
  · rw [Matrix.mul_assoc, ← Matrix.mul_assoc Cᴴ, h, Matrix.one_mul]
  · rw [Matrix.trace_mul_comm, h, trace_one]

/-- For `Na` orthonormal spin-up orbitals, the columns of `Ca`, and `Nb` orthonormal spin-down
orbitals, the columns of `Cb`, `S2` equals `((Na - Nb)/2)² + (Na + Nb)/2` minus the sum of the
squared moduli of the overlaps `Caᴴ Cb`. -/
theorem spinSquared_orbitals {a b : Type*} [Fintype a] [DecidableEq a] [Fintype b]
    [DecidableEq b] {Ca : Matrix n a ℂ} {Cb : Matrix n b ℂ}
    (ha : Caᴴ * Ca = 1) (hb : Cbᴴ * Cb = 1) :
    spinSquared (fromBlocks (Ca * Caᴴ) 0 0 (Cb * Cbᴴ)) =
      (((Fintype.card a : ℂ) - Fintype.card b) / 2) ^ 2
        + ((Fintype.card a : ℂ) + Fintype.card b) / 2 - (frobeniusSq (Caᴴ * Cb) : ℂ) := by
  have ht : (Ca * Caᴴ * (Cb * Cbᴴ)).trace = (frobeniusSq (Caᴴ * Cb) : ℂ) := by
    rw [← trace_conjTranspose_mul, conjTranspose_mul, conjTranspose_conjTranspose,
      ← Matrix.mul_assoc (Ca * Caᴴ), Matrix.trace_mul_comm _ Cbᴴ]
    simp only [Matrix.mul_assoc]
  rw [spinSquared_unrestricted (orbital_projector ha).1 (orbital_projector hb).1,
    (orbital_projector ha).2, (orbital_projector hb).2, ht]

/-- The projector onto the first of two sites. -/
def sitePa : Matrix (Fin 2) (Fin 2) ℂ := !![1, 0; 0, 0]

/-- The projector onto the even combination of two sites. -/
def evenPb : Matrix (Fin 2) (Fin 2) ℂ := !![1 / 2, 1 / 2; 1 / 2, 1 / 2]

/-- The site projector and the even projector are Hermitian and idempotent, and as spin-up and
spin-down blocks they give `S2 = 1/2`. -/
theorem spinSquared_witness :
    sitePa.IsHermitian ∧ evenPb.IsHermitian ∧ sitePa * sitePa = sitePa ∧
      evenPb * evenPb = evenPb ∧ spinSquared (fromBlocks sitePa 0 0 evenPb) = 1 / 2 := by
  have ha : sitePa * sitePa = sitePa := by
    ext i j
    fin_cases i <;> fin_cases j <;> simp [sitePa, Matrix.mul_apply, Fin.sum_univ_two]
  have hb : evenPb * evenPb = evenPb := by
    ext i j
    fin_cases i <;> fin_cases j <;> norm_num [evenPb, Matrix.mul_apply, Fin.sum_univ_two]
  refine ⟨?_, ?_, ha, hb, ?_⟩
  · apply Matrix.IsHermitian.ext
    intro i j
    fin_cases i <;> fin_cases j <;> simp [sitePa]
  · apply Matrix.IsHermitian.ext
    intro i j
    fin_cases i <;> fin_cases j <;> simp [evenPb]
  · rw [spinSquared_unrestricted ha hb]
    norm_num [sitePa, evenPb, Matrix.trace_fin_two, Matrix.mul_apply, Fin.sum_univ_two]

end

end UnrestrictedSpinSquared
```

```lean
#print axioms UnrestrictedSpinSquared.spin_commutator
#print axioms UnrestrictedSpinSquared.trace_conjTranspose_mul
#print axioms UnrestrictedSpinSquared.no_contamination_iff
#print axioms UnrestrictedSpinSquared.spinSquared_orbitals
```

```
'UnrestrictedSpinSquared.spin_commutator' depends on axioms: [propext, Classical.choice, Quot.sound]
'UnrestrictedSpinSquared.trace_conjTranspose_mul' depends on axioms: [propext, Classical.choice, Quot.sound]
'UnrestrictedSpinSquared.no_contamination_iff' depends on axioms: [propext, Classical.choice, Quot.sound]
'UnrestrictedSpinSquared.spinSquared_orbitals' depends on axioms: [propext, Classical.choice, Quot.sound]
```

## What is checked, and the step to a many-electron state

The finite type `n` labels spatial basis functions, and `n ⊕ n` labels spin orbitals, spin up first. `spinSquared` is $S2$, and `frobeniusSq` is the squared Frobenius norm. `spin_commutator` checks $[s_x,s_y]=is_z$, which ties the sign of `spinY` to the other two matrices.

`spinSquared_blockDiagonal` carries out the component calculation: `hole` gives $1-\gamma$, `simp only` multiplies the blocks, and `linear_combination` supplies $i^2=-1$. `spinSquared_unrestricted` inserts idempotency; it needs no Hermiticity.

In `spin_contamination`, `hQ` computes $Q^\dagger Q$ and `ht` uses cyclicity; `trace_conjTranspose_mul` turns the trace into a sum of squares. `no_contamination_iff` then makes each entry of $Q$ vanish. `orbital_projector` and `spinSquared_orbitals` give the orbital form, and `spinSquared_witness` checks the two-site example.

The step left to physics is Wick's theorem, which identifies $S2(\gamma)$ with $\langle S^2\rangle$ for a determinant; the file takes $S2$ as a definition. Fractional occupations violate idempotency, so the short formula does not apply to them. $M$ is signed: to read the remainder as spin contamination, label the spins so that $N_a\ge N_b$. The theorems concern exact complex matrices, not the rounding or convergence of a program.
